# In a finite basis, a one-projector Kleinman–Bylander reference level above the second level of $H_0$ has a state below it

Let $E$ be a finite-dimensional complex inner product space, with $\langle\cdot|\cdot\rangle$ linear in its second argument, and let $H=H_0+c|v\rangle\langle v|$ with $H_0$ Hermitian, $c$ real and $v\in E$. An eigenstate is a nonzero vector, not necessarily normalised, with a real eigenvalue.

```lean
import Mathlib

open scoped InnerProductSpace

namespace GhostStates

noncomputable section

variable {E : Type*} [NormedAddCommGroup E] [InnerProductSpace ℂ E]

/-- The operator `|v⟩⟨w|`, sending `x` to `⟨w|x⟩ v`. -/
def ketBra (v w : E) : E →ₗ[ℂ] E where
  toFun x := ⟪w, x⟫_ℂ • v
  map_add' x y := by simp only [inner_add_right, add_smul]
  map_smul' a x := by simp only [inner_smul_right, mul_smul, RingHom.id_apply]

/-- The Kleinman-Bylander Hamiltonian `H0 + c |v⟩⟨v|` with one projector `v` and real
strength `c`. -/
def kbHamiltonian (H0 : E →ₗ[ℂ] E) (c : ℝ) (v : E) : E →ₗ[ℂ] E :=
  H0 + (c : ℂ) • ketBra v v

/-- The separable Hamiltonian `H0 + ∑ᵢⱼ Dᵢⱼ |βᵢ⟩⟨βⱼ|` with several projectors `βᵢ`. -/
def separableHamiltonian {ι : Type*} [Fintype ι] (H0 : E →ₗ[ℂ] E) (D : Matrix ι ι ℂ)
    (β : ι → E) : E →ₗ[ℂ] E :=
  H0 + ∑ i, ∑ j, D i j • ketBra (β i) (β j)

/-- `ψ` is a nonzero vector with `T ψ = μ ψ` for the real number `μ`. -/
def IsEigenstate (T : E →ₗ[ℂ] E) (μ : ℝ) (ψ : E) : Prop :=
  ψ ≠ 0 ∧ T ψ = (μ : ℂ) • ψ

/-- Action of `|v⟩⟨w|` on a vector. -/
@[simp]
theorem ketBra_apply (v w x : E) : ketBra v w x = ⟪w, x⟫_ℂ • v := rfl

/-- For a superposition `∑ aₖ uₖ` of orthonormal eigenvectors with eigenvalues `lₖ`, the
energy is `∑ lₖ |aₖ|²` and the squared norm is `∑ |aₖ|²`. -/
theorem expectation_expansion {κ : Type*} [Fintype κ] {T : E →ₗ[ℂ] E} {u : κ → E}
    (hu : Orthonormal ℂ u) {l : κ → ℝ} (hl : ∀ k, T (u k) = (l k : ℂ) • u k) (a : κ → ℂ) :
    (⟪∑ k, a k • u k, T (∑ k, a k • u k)⟫_ℂ).re = ∑ k, l k * ‖a k‖ ^ 2 ∧
      ‖∑ k, a k • u k‖ ^ 2 = ∑ k, ‖a k‖ ^ 2 := by
  have hT : T (∑ k, a k • u k) = ∑ k, ((l k : ℂ) * a k) • u k := by
    rw [map_sum]
    refine Finset.sum_congr rfl fun k _ => ?_
    rw [map_smul, hl, smul_smul, mul_comm]
  -- orthonormality removes the cross terms
  have h1 : ⟪∑ k, a k • u k, ∑ k, ((l k : ℂ) * a k) • u k⟫_ℂ
      = ∑ k, (starRingEnd ℂ) (a k) * ((l k : ℂ) * a k) :=
    hu.inner_sum a (fun k => (l k : ℂ) * a k) Finset.univ
  have h2 : ⟪∑ k, a k • u k, ∑ k, a k • u k⟫_ℂ = ∑ k, (starRingEnd ℂ) (a k) * a k :=
    hu.inner_sum a a Finset.univ
  have hn : ‖∑ k, a k • u k‖ ^ 2 = (⟪∑ k, a k • u k, ∑ k, a k • u k⟫_ℂ).re :=
    (inner_self_eq_norm_sq (𝕜 := ℂ) (∑ k, a k • u k)).symm
  constructor
  · rw [hT, h1, Complex.re_sum]
    refine Finset.sum_congr rfl fun k _ => ?_
    rw [Complex.sq_norm, Complex.normSq_apply]
    simp only [Complex.mul_re, Complex.mul_im, Complex.conj_re, Complex.conj_im,
      Complex.ofReal_re, Complex.ofReal_im]
    ring
  · rw [hn, h2, Complex.re_sum]
    refine Finset.sum_congr rfl fun k _ => ?_
    rw [Complex.sq_norm, Complex.normSq_apply]
    simp only [Complex.mul_re, Complex.conj_re, Complex.conj_im]
    ring

/-- Variational principle in finite dimension: if a nonzero trial vector has energy at most `L ‖x‖²`, the
Hermitian operator has an eigenvalue at most `L`. -/
theorem exists_eigenstate_le [FiniteDimensional ℂ E] {T : E →ₗ[ℂ] E} (hT : T.IsSymmetric)
    {x : E} (hx : x ≠ 0) {L : ℝ} (h : (⟪x, T x⟫_ℂ).re ≤ L * ‖x‖ ^ 2) :
    ∃ (μ : ℝ) (ψ : E), IsEigenstate T μ ψ ∧ μ ≤ L := by
  -- spectral theorem: an orthonormal eigenbasis
  obtain ⟨b, lam, hb⟩ : ∃ (b : OrthonormalBasis (Fin (Module.finrank ℂ E)) ℂ E)
      (lam : Fin (Module.finrank ℂ E) → ℝ), ∀ i, T (b i) = (lam i : ℂ) • b i :=
    ⟨hT.eigenvectorBasis rfl, hT.eigenvalues rfl, fun i => hT.apply_eigenvectorBasis rfl i⟩
  by_contra hcon
  have hgt : ∀ i, L < lam i := by
    intro i
    by_contra hle
    exact hcon ⟨lam i, b i, ⟨b.orthonormal.ne_zero i, hb i⟩, not_lt.mp hle⟩
  obtain ⟨a, ha⟩ : ∃ a : Fin (Module.finrank ℂ E) → ℂ, ∑ i, a i • b i = x :=
    ⟨fun i => ⟪b i, x⟫_ℂ, b.sum_repr' x⟩
  obtain ⟨h1, h2⟩ := expectation_expansion b.orthonormal hb a
  rw [ha] at h1 h2
  have hex : ∃ i, a i ≠ 0 := by
    by_contra hz
    apply hx
    rw [← ha]
    refine Finset.sum_eq_zero fun i _ => ?_
    have hi : a i = 0 := by
      by_contra hne
      exact hz ⟨i, hne⟩
    rw [hi, zero_smul]
  obtain ⟨j, hj⟩ := hex
  -- all eigenvalues above `L` would force the energy above `L ‖x‖²`
  have hlt : ∑ i, L * ‖a i‖ ^ 2 < ∑ i, lam i * ‖a i‖ ^ 2 :=
    Finset.sum_lt_sum (fun i _ => mul_le_mul_of_nonneg_right (hgt i).le (sq_nonneg _))
      ⟨j, Finset.mem_univ j,
        mul_lt_mul_of_pos_right (hgt j) (pow_pos (norm_pos_iff.mpr hj) 2)⟩
  rw [h1, h2, Finset.mul_sum] at h
  exact absurd h (not_le.mpr hlt)

/-- If `H0` has more orthonormal eigenvectors with eigenvalues at most `L` than there are
projectors, some nonzero vector is orthogonal to every projector and has `H0`-energy at
most `L ‖x‖²`. -/
theorem exists_trial_state {ι κ : Type*} [Fintype ι] [Fintype κ]
    (hcard : Fintype.card ι < Fintype.card κ) {H0 : E →ₗ[ℂ] E} {u : κ → E}
    (hu : Orthonormal ℂ u) {l : κ → ℝ} (hl : ∀ k, H0 (u k) = (l k : ℂ) • u k)
    {L : ℝ} (hL : ∀ k, l k ≤ L) (β : ι → E) :
    ∃ x : E, x ≠ 0 ∧ (∀ i, ⟪β i, x⟫_ℂ = 0) ∧ (⟪x, H0 x⟫_ℂ).re ≤ L * ‖x‖ ^ 2 := by
  -- the projections of `∑ aₖ uₖ` depend linearly on the coefficients
  let f : (κ → ℂ) →ₗ[ℂ] (ι → ℂ) :=
    { toFun := fun a i => ⟪β i, ∑ k, a k • u k⟫_ℂ
      map_add' := by
        intro a b
        funext i
        simp only [Pi.add_apply, add_smul, Finset.sum_add_distrib, inner_add_right]
      map_smul' := by
        intro c a
        funext i
        simp only [Pi.smul_apply, smul_eq_mul, mul_smul, ← Finset.smul_sum, inner_smul_right,
          RingHom.id_apply] }
  -- more unknowns than equations: a nontrivial solution exists
  have hker : ∃ a, f a = 0 ∧ a ≠ 0 := by
    by_contra hno
    have hinj : Function.Injective f := by
      rw [injective_iff_map_eq_zero]
      intro a ha
      by_contra hne
      exact hno ⟨a, ha, hne⟩
    have hle := LinearMap.finrank_le_finrank_of_injective hinj
    have e1 : Module.finrank ℂ (κ → ℂ) = Fintype.card κ := by simp
    have e2 : Module.finrank ℂ (ι → ℂ) = Fintype.card ι := by simp
    omega
  obtain ⟨a, ha, hne⟩ := hker
  obtain ⟨h1, h2⟩ := expectation_expansion hu hl a
  refine ⟨∑ k, a k • u k, ?_, fun i => congrFun ha i, ?_⟩
  · intro h0
    exact hne (funext (Fintype.linearIndependent_iff.mp hu.linearIndependent a h0))
  · rw [h1, h2, Finset.mul_sum]
    exact Finset.sum_le_sum fun k _ => mul_le_mul_of_nonneg_right (hL k) (sq_nonneg _)

/-- The separable Hamiltonian is Hermitian when `H0` and the coefficient matrix `D` are. -/
theorem separableHamiltonian_isSymmetric {ι : Type*} [Fintype ι] {H0 : E →ₗ[ℂ] E}
    (h0 : H0.IsSymmetric) {D : Matrix ι ι ℂ} (hD : D.IsHermitian) (β : ι → E) :
    (separableHamiltonian H0 D β).IsSymmetric := by
  have happ : ∀ x, separableHamiltonian H0 D β x
      = H0 x + ∑ i, ∑ j, D i j • ⟪β j, x⟫_ℂ • β i := by
    intro x
    simp [separableHamiltonian]
  intro x y
  rw [happ, happ]
  simp only [inner_add_left, inner_add_right, sum_inner, inner_sum, inner_smul_left,
    inner_smul_right, inner_conj_symm]
  rw [h0 x y, Finset.sum_comm]
  congr 1
  refine Finset.sum_congr rfl fun i _ => Finset.sum_congr rfl fun j _ => ?_
  have hij : (starRingEnd ℂ) (D j i) = D i j := hD.apply i j
  rw [hij]
  ring

/-- The Kleinman-Bylander Hamiltonian is Hermitian when `H0` is. -/
theorem kbHamiltonian_isSymmetric {H0 : E →ₗ[ℂ] E} (h0 : H0.IsSymmetric) (c : ℝ) (v : E) :
    (kbHamiltonian H0 c v).IsSymmetric := by
  have happ : ∀ x, kbHamiltonian H0 c v x = H0 x + (c : ℂ) • ⟪v, x⟫_ℂ • v := fun _ => rfl
  intro x y
  rw [happ, happ]
  simp only [inner_add_left, inner_add_right, inner_smul_left, inner_smul_right,
    inner_conj_symm, Complex.conj_ofReal]
  rw [h0 x y]
  ring

/-- In finite dimension, if Hermitian `H0` has more orthonormal eigenvectors with eigenvalues at most `L` than
there are projectors, the separable Hamiltonian with Hermitian `D` has an eigenvalue at
most `L`. -/
theorem separable_exists_eigenvalue_le [FiniteDimensional ℂ E] {ι κ : Type*} [Fintype ι]
    [Fintype κ] (hcard : Fintype.card ι < Fintype.card κ) {H0 : E →ₗ[ℂ] E}
    (h0 : H0.IsSymmetric) {u : κ → E} (hu : Orthonormal ℂ u) {l : κ → ℝ}
    (hl : ∀ k, H0 (u k) = (l k : ℂ) • u k) {L : ℝ} (hL : ∀ k, l k ≤ L)
    {D : Matrix ι ι ℂ} (hD : D.IsHermitian) (β : ι → E) :
    ∃ (μ : ℝ) (ψ : E), IsEigenstate (separableHamiltonian H0 D β) μ ψ ∧ μ ≤ L := by
  obtain ⟨x, hx, hβ, hE⟩ := exists_trial_state hcard hu hl hL β
  -- the nonlocal term does not see the trial vector
  have hact : separableHamiltonian H0 D β x = H0 x := by
    simp [separableHamiltonian, hβ]
  exact exists_eigenstate_le (separableHamiltonian_isSymmetric h0 hD β) hx
    (by rw [hact]; exact hE)

/-- In finite dimension, if Hermitian `H0` has two orthonormal eigenvectors with eigenvalues `l 0 ≤ l 1`, then
`H0 + c |v⟩⟨v|` has an eigenvalue at most `l 1`, for every real `c` and every `v`. -/
theorem kb_exists_eigenvalue_le [FiniteDimensional ℂ E] {H0 : E →ₗ[ℂ] E}
    (h0 : H0.IsSymmetric) {u : Fin 2 → E} (hu : Orthonormal ℂ u) {l : Fin 2 → ℝ}
    (hl : ∀ k, H0 (u k) = (l k : ℂ) • u k) (h01 : l 0 ≤ l 1) (c : ℝ) (v : E) :
    ∃ (μ : ℝ) (ψ : E), IsEigenstate (kbHamiltonian H0 c v) μ ψ ∧ μ ≤ l 1 := by
  have hL : ∀ k, l k ≤ l 1 := Fin.forall_fin_two.mpr ⟨h01, le_rfl⟩
  obtain ⟨x, hx, hβ, hE⟩ :=
    exists_trial_state (ι := Fin 1) (κ := Fin 2) (by simp) hu hl hL (fun _ => v)
  have hv : ⟪v, x⟫_ℂ = 0 := hβ 0
  -- on a vector orthogonal to `v` the Hamiltonian acts as `H0`
  have hact : kbHamiltonian H0 c v x = H0 x := by
    have happ : kbHamiltonian H0 c v x = H0 x + (c : ℂ) • ⟪v, x⟫_ℂ • v := rfl
    rw [happ, hv, zero_smul, smul_zero, add_zero]
  exact exists_eigenstate_le (kbHamiltonian_isSymmetric h0 c v) hx (by rw [hact]; exact hE)

/-- In finite dimension, if Hermitian `H0` has orthonormal eigenvectors with eigenvalues `l 0 ≤ l 1`
and `H0 + c |v⟩⟨v|` has a reference eigenstate `φ` with eigenvalue `e > l 1`, it also has an
eigenstate orthogonal to `φ` with eigenvalue at most `l 1` and below `e`. -/
theorem kb_ghost_state [FiniteDimensional ℂ E] {H0 : E →ₗ[ℂ] E}
    (h0 : H0.IsSymmetric) {u : Fin 2 → E} (hu : Orthonormal ℂ u) {l : Fin 2 → ℝ}
    (hl : ∀ k, H0 (u k) = (l k : ℂ) • u k) (h01 : l 0 ≤ l 1) (c : ℝ) (v : E)
    {e : ℝ} {φ : E} (hφ : IsEigenstate (kbHamiltonian H0 c v) e φ) (he : l 1 < e) :
    ∃ (μ : ℝ) (ψ : E), IsEigenstate (kbHamiltonian H0 c v) μ ψ ∧ μ ≤ l 1 ∧ μ < e ∧
      ⟪φ, ψ⟫_ℂ = 0 := by
  obtain ⟨μ, ψ, hψ, hμ⟩ := kb_exists_eigenvalue_le h0 hu hl h01 c v
  have hlt : μ < e := lt_of_le_of_lt hμ he
  refine ⟨μ, ψ, hψ, hμ, hlt, ?_⟩
  -- eigenstates of a Hermitian operator with different eigenvalues are orthogonal
  have hs := kbHamiltonian_isSymmetric h0 c v φ ψ
  rw [hφ.2, hψ.2, inner_smul_left, inner_smul_right, Complex.conj_ofReal] at hs
  have hne : (e : ℂ) ≠ (μ : ℂ) := fun h => hlt.ne' (Complex.ofReal_injective h)
  by_contra h
  exact hne (mul_right_cancel₀ h hs)

/-- In finite dimension and for an attractive projector, `c ≤ 0`, the Hamiltonian `H0 + c |v⟩⟨v|` has an eigenvalue
at most `l0` for any eigenvalue `l0` of Hermitian `H0`. -/
theorem kb_attractive_exists_eigenvalue_le [FiniteDimensional ℂ E] {H0 : E →ₗ[ℂ] E}
    (h0 : H0.IsSymmetric) {l0 : ℝ} {u : E} (hu : IsEigenstate H0 l0 u) {c : ℝ} (hc : c ≤ 0)
    (v : E) :
    ∃ (μ : ℝ) (ψ : E), IsEigenstate (kbHamiltonian H0 c v) μ ψ ∧ μ ≤ l0 := by
  refine exists_eigenstate_le (kbHamiltonian_isSymmetric h0 c v) hu.1 ?_
  have happ : kbHamiltonian H0 c v u = H0 u + (c : ℂ) • ⟪v, u⟫_ℂ • v := rfl
  have hn : (⟪u, u⟫_ℂ).re = ‖u‖ ^ 2 := inner_self_eq_norm_sq (𝕜 := ℂ) u
  -- the projector term contributes `c |⟨v|u⟩|² ≤ 0`
  have hp : 0 ≤ (⟪v, u⟫_ℂ * ⟪u, v⟫_ℂ).re := by
    rw [← inner_conj_symm (𝕜 := ℂ) u v, Complex.mul_conj, Complex.ofReal_re]
    exact Complex.normSq_nonneg _
  rw [happ, hu.2]
  simp only [inner_add_right, inner_smul_right, Complex.add_re, Complex.re_ofReal_mul, hn]
  nlinarith [mul_nonneg (neg_nonneg.2 hc) hp]

/-- The standard basis vectors of the two-dimensional space `ℂ²`. -/
def basisState (i : Fin 2) : EuclideanSpace ℂ (Fin 2) :=
  EuclideanSpace.basisFun (Fin 2) ℂ i

/-- The two-level operator `ε |1⟩⟨1|` on `ℂ²`. -/
def twoLevel (ε : ℝ) : EuclideanSpace ℂ (Fin 2) →ₗ[ℂ] EuclideanSpace ℂ (Fin 2) :=
  (ε : ℂ) • ketBra (basisState 1) (basisState 1)

/-- The Hermitian operator `H0 = 3 |1⟩⟨1|` has orthonormal eigenstates `|0⟩, |1⟩` with
eigenvalues `0, 3`, and with `v = |0⟩ + |1⟩`, `c = 2` the Hamiltonian has the eigenstate
`|0⟩ + 2|1⟩` with eigenvalue `6` and the eigenstate `2|0⟩ - |1⟩` with eigenvalue `1`. -/
theorem kb_ghost_state_witness :
    (twoLevel 3).IsSymmetric ∧ Orthonormal ℂ basisState ∧
      IsEigenstate (twoLevel 3) 0 (basisState 0) ∧
      IsEigenstate (twoLevel 3) 3 (basisState 1) ∧
      IsEigenstate (kbHamiltonian (twoLevel 3) 2 (basisState 0 + basisState 1)) 6
        (basisState 0 + (2 : ℂ) • basisState 1) ∧
      IsEigenstate (kbHamiltonian (twoLevel 3) 2 (basisState 0 + basisState 1)) 1
        ((2 : ℂ) • basisState 0 - basisState 1) := by
  have ho : Orthonormal ℂ basisState := (EuclideanSpace.basisFun (Fin 2) ℂ).orthonormal
  have h00 : ⟪basisState 0, basisState 0⟫_ℂ = 1 :=
    (orthonormal_iff_ite.mp ho 0 0).trans (if_pos rfl)
  have h11 : ⟪basisState 1, basisState 1⟫_ℂ = 1 :=
    (orthonormal_iff_ite.mp ho 1 1).trans (if_pos rfl)
  have h01 : ⟪basisState 0, basisState 1⟫_ℂ = 0 :=
    (orthonormal_iff_ite.mp ho 0 1).trans (if_neg (by decide))
  have h10 : ⟪basisState 1, basisState 0⟫_ℂ = 0 :=
    (orthonormal_iff_ite.mp ho 1 0).trans (if_neg (by decide))
  have happ : ∀ x, twoLevel 3 x = ((3 : ℝ) : ℂ) • ⟪basisState 1, x⟫_ℂ • basisState 1 :=
    fun _ => rfl
  have hk : ∀ x, kbHamiltonian (twoLevel 3) 2 (basisState 0 + basisState 1) x
      = ((3 : ℝ) : ℂ) • ⟪basisState 1, x⟫_ℂ • basisState 1
        + ((2 : ℝ) : ℂ) • ⟪basisState 0 + basisState 1, x⟫_ℂ • (basisState 0 + basisState 1) :=
    fun _ => rfl
  have c1 : ((1 : ℝ) : ℂ) = 1 := by norm_num
  have c2 : ((2 : ℝ) : ℂ) = 2 := by norm_num
  have c3 : ((3 : ℝ) : ℂ) = 3 := by norm_num
  have c6 : ((6 : ℝ) : ℂ) = 6 := by norm_num
  refine ⟨?_, ho, ⟨ho.ne_zero 0, ?_⟩, ⟨ho.ne_zero 1, ?_⟩, ⟨?_, ?_⟩, ⟨?_, ?_⟩⟩
  · intro x y
    rw [happ, happ]
    simp only [inner_smul_left, inner_smul_right, inner_conj_symm, Complex.conj_ofReal]
    ring
  · rw [happ, h10]
    simp only [zero_smul, smul_zero, Complex.ofReal_zero]
  · rw [happ, h11, one_smul]
  · intro h
    have h' := congrArg (fun y => ⟪basisState 0, y⟫_ℂ) h
    simp only [inner_add_right, inner_smul_right, h00, h01, inner_zero_right] at h'
    norm_num at h'
  · rw [hk]
    simp only [inner_add_left, inner_add_right, inner_smul_right, h00, h01, h10, h11,
      c2, c3, c6]
    module
  · intro h
    have h' := congrArg (fun y => ⟪basisState 0, y⟫_ℂ) h
    simp only [inner_sub_right, inner_smul_right, h00, h01, inner_zero_right] at h'
    norm_num at h'
  · rw [hk]
    simp only [inner_add_left, inner_sub_right, inner_smul_right, h00, h01, h10, h11,
      c1, c2, c3]
    module

/-- The operator `H0 = |1⟩⟨1|` has eigenstates `|0⟩, |1⟩` with eigenvalues `0, 1`, and every
eigenvalue of `H0 + 2 |0⟩⟨0|` is at least `1`. -/
theorem kb_bound_sharp :
    IsEigenstate (twoLevel 1) 0 (basisState 0) ∧ IsEigenstate (twoLevel 1) 1 (basisState 1) ∧
      ∀ (μ : ℝ) (ψ : EuclideanSpace ℂ (Fin 2)),
        IsEigenstate (kbHamiltonian (twoLevel 1) 2 (basisState 0)) μ ψ → 1 ≤ μ := by
  have ho : Orthonormal ℂ basisState := (EuclideanSpace.basisFun (Fin 2) ℂ).orthonormal
  have h00 : ⟪basisState 0, basisState 0⟫_ℂ = 1 :=
    (orthonormal_iff_ite.mp ho 0 0).trans (if_pos rfl)
  have h11 : ⟪basisState 1, basisState 1⟫_ℂ = 1 :=
    (orthonormal_iff_ite.mp ho 1 1).trans (if_pos rfl)
  have h01 : ⟪basisState 0, basisState 1⟫_ℂ = 0 :=
    (orthonormal_iff_ite.mp ho 0 1).trans (if_neg (by decide))
  have h10 : ⟪basisState 1, basisState 0⟫_ℂ = 0 :=
    (orthonormal_iff_ite.mp ho 1 0).trans (if_neg (by decide))
  have happ : ∀ x, twoLevel 1 x = ((1 : ℝ) : ℂ) • ⟪basisState 1, x⟫_ℂ • basisState 1 :=
    fun _ => rfl
  have hk : ∀ x, kbHamiltonian (twoLevel 1) 2 (basisState 0) x
      = ((1 : ℝ) : ℂ) • ⟪basisState 1, x⟫_ℂ • basisState 1
        + ((2 : ℝ) : ℂ) • ⟪basisState 0, x⟫_ℂ • basisState 0 :=
    fun _ => rfl
  refine ⟨⟨ho.ne_zero 0, ?_⟩, ⟨ho.ne_zero 1, ?_⟩, ?_⟩
  · rw [happ, h10]
    simp only [zero_smul, smul_zero, Complex.ofReal_zero]
  · rw [happ, h11, one_smul]
  · rintro μ ψ ⟨hne, heq⟩
    by_contra hlt
    have hμ : μ < 1 := not_le.mp hlt
    rw [hk] at heq
    -- project the eigenvalue equation on both basis states
    have a0 := congrArg (fun y => ⟪basisState 0, y⟫_ℂ) heq
    have a1 := congrArg (fun y => ⟪basisState 1, y⟫_ℂ) heq
    simp only [inner_add_right, inner_smul_right, h00, h01] at a0
    simp only [inner_add_right, inner_smul_right, h10, h11] at a1
    have b0 : (((2 : ℝ) : ℂ) - (μ : ℂ)) * ⟪basisState 0, ψ⟫_ℂ = 0 := by
      linear_combination a0
    have b1 : (((1 : ℝ) : ℂ) - (μ : ℂ)) * ⟪basisState 1, ψ⟫_ℂ = 0 := by
      linear_combination a1
    have n0 : ((2 : ℝ) : ℂ) ≠ (μ : ℂ) := by
      intro h
      have h' : (2 : ℝ) = μ := Complex.ofReal_injective h
      linarith
    have n1 : ((1 : ℝ) : ℂ) ≠ (μ : ℂ) := by
      intro h
      have h' : (1 : ℝ) = μ := Complex.ofReal_injective h
      linarith
    have z0 := (mul_eq_zero.mp b0).resolve_left (sub_ne_zero.mpr n0)
    have z1 := (mul_eq_zero.mp b1).resolve_left (sub_ne_zero.mpr n1)
    -- both components vanish, so `ψ = 0`
    have hs : ∑ i, ⟪basisState i, ψ⟫_ℂ • basisState i = ψ :=
      (EuclideanSpace.basisFun (Fin 2) ℂ).sum_repr' ψ
    rw [Fin.sum_univ_two, z0, z1, zero_smul, zero_smul, add_zero] at hs
    exact hne hs.symm

end

end GhostStates
```

```lean
#print axioms GhostStates.separable_exists_eigenvalue_le
#print axioms GhostStates.kb_ghost_state
#print axioms GhostStates.kb_attractive_exists_eigenvalue_le
#print axioms GhostStates.kb_bound_sharp
```

```
'GhostStates.separable_exists_eigenvalue_le' depends on axioms: [propext, Classical.choice, Quot.sound]
'GhostStates.kb_ghost_state' depends on axioms: [propext, Classical.choice, Quot.sound]
'GhostStates.kb_attractive_exists_eigenvalue_le' depends on axioms: [propext, Classical.choice, Quot.sound]
'GhostStates.kb_bound_sharp' depends on axioms: [propext, Classical.choice, Quot.sound]
```

In a one-projector Kleinman–Bylander calculation for an atom, $H_0$ stands for the kinetic energy plus the local potential in the channel with fixed angular-momentum numbers $\ell,m$, and $c|v\rangle\langle v|$ for the separable nonlocal term in that channel. In Lean these are `H0` and `ketBra v v` scaled by `c`, combined in `kbHamiltonian`; Hermiticity is `IsSymmetric`. The family `u : Fin 2 → E` holds two orthonormal eigenvectors $u_0,u_1$ of $H_0$, with eigenvalues $l_0\le l_1$.

`kb_exists_eigenvalue_le` says that $H$ has an eigenvalue $\mu\le l_1$, whatever $c$ and $v$ are. `kb_ghost_state` adds a reference eigenstate $\varphi$ with energy $e>l_1$ and returns an eigenstate $\psi\perp\varphi$ with $\mu\le l_1<e$. If $\varphi$ was meant to be the lowest state of its channel, $\psi$ is a ghost.

## A trial vector that the projector misses

Take $x=a_0u_0+a_1u_1$ and require

$$\langle v|x\rangle=a_0\langle v|u_0\rangle+a_1\langle v|u_1\rangle=0.$$

This is one linear equation in two unknowns, so a solution with $x\neq0$ exists. For it $Hx=H_0x$, and

$$\langle x|Hx\rangle=l_0|a_0|^2+l_1|a_1|^2\le l_1\|x\|^2.$$

Now expand $x=\sum_i x_ib_i$ in an orthonormal eigenbasis of $H$ with eigenvalues $\lambda_i$. If every $\lambda_i$ exceeded $l_1$, then $\langle x|Hx\rangle=\sum_i\lambda_i|x_i|^2>l_1\|x\|^2$, a contradiction. Hence some eigenstate $\psi$ has $\mu\le l_1$. If $H\varphi=e\varphi$ with $e>l_1$, Hermiticity gives

$$e\langle\varphi|\psi\rangle=\langle H\varphi|\psi\rangle=\langle\varphi|H\psi\rangle=\mu\langle\varphi|\psi\rangle,$$

and $e\ne\mu$ forces $\langle\varphi|\psi\rangle=0$.

The Lean proof has the same parts. `expectation_expansion` computes $\langle x|Tx\rangle$ and $\|x\|^2$ for an operator $T$ (the docstrings call the first the energy, without dividing by $\|x\|^2$), and `exists_trial_state` finds $x$: the map `f` from coefficients to projector overlaps cannot be injective, by dimension. `exists_eigenstate_le` is the variational contradiction, closed by `Finset.sum_lt_sum`. In `kb_ghost_state`, `mul_right_cancel₀` performs the final cancellation.

## More projectors, and attractive ones

The same count works for $p$ projectors $\beta_i$ with a Hermitian matrix $D$: if $H_0$ has more than $p$ orthonormal eigenvectors with eigenvalues at most $L$, then $H_0+\sum_{ij}D_{ij}|\beta_i\rangle\langle\beta_j|$ has an eigenvalue at most $L$ (`separable_exists_eigenvalue_le`). For one projector with $c\le0$, a single eigenvector $u$ of $H_0$ with eigenvalue $l_0$ already gives $H$ an eigenvalue at most $l_0$, because

$$\langle u|Hu\rangle=l_0\|u\|^2+c|\langle v|u\rangle|^2\le l_0\|u\|^2.$$

## Two-level examples

With $H_0=\mathrm{diag}(0,3)$, $v=(1,1)$ and $c=2$, the normalised eigenstates are $(1,2)/\sqrt5$ at energy $6$ and $(2,-1)/\sqrt5$ at energy $1$. If the state at $6>l_1=3$ is the reference and was meant to be the lowest, the state at $1$ is a ghost.

The condition $e>l_1$ matters. For $H_0=\mathrm{diag}(0,1)$, $v=(1,0)$ and $c=2$, we get $H=\mathrm{diag}(2,1)$: the eigenstate $\varphi=(0,1)$ at $e=l_1=1$ has nothing below it. This is an algebraic example: here $\langle v|\varphi\rangle=0$, whereas the Kleinman–Bylander construction gives a reference state with $\langle v|\varphi\rangle\neq0$. The same $H$ has no eigenvalue at or below $l_0=0$, so the attractive bound fails for this positive $c$.

The result gives a sufficient test for a lower state in a finite-basis pseudopotential Hamiltonian with unit overlap; the generalised eigenproblem of ultrasoft and PAW methods is not treated. A reference with $e\le l_1$ is not thereby certified ghost-free.
